# At a Brillouin-zone corner with m momentum components equal to π, the naive lattice fermion has chirality sign (−1)^m relative to zero momentum

Q: When I expand a naive lattice fermion propagator around a corner of the Brillouin zone, I change the spinor basis until the expansion looks like the one at zero momentum. Then I read off the chirality of that species. What exactly happens to the chirality matrix in that step?

A: It picks up one minus sign for each momentum component shifted by π. Let g_j be the Dirac matrices, one per direction, and G the chirality matrix. All of them square to 1 and anticommute pairwise. The operator is

D(p) = Σ_j sin(p_j) g_j.

For a set A of directions, write π1_A for the momentum with component π in A and 0 elsewhere, and |A| for the number of directions in A. As is usual in lattice field theory, all these momenta are called corners of the Brillouin zone, zero momentum included; in the zone −π ≤ p_j ≤ π only the one with every component π is a corner in the geometric sense. There is an invertible M_A, the same for all p, with

M_A D(p + π1_A) M_A⁻¹ = D(p)

M_A G M_A⁻¹ = (−1)^|A| G.

For free, massless naive fermions, this tells you which doublers enter the conserved (point-split) axial current with the opposite sign to the species at zero momentum.

Q: Show me the matrix by hand.

A: Start with one direction and take G g_j. It anticommutes with g_j:

(G g_j) g_j = G, while g_j (G g_j) = −G g_j g_j = −G.

It commutes with g_k for k ≠ j, because two signs cancel:

(G g_j) g_k = −G g_k g_j = g_k (G g_j).

It anticommutes with G:

(G g_j) G = −G (G g_j).

Now let M_A be the product of G g_j over j in A. It is invertible because G and every g_j are their own inverses. Put s_k = −1 for k in A and s_k = 1 otherwise. Moving a matrix through all the factors gives

M_A g_k = s_k g_k M_A, and M_A G = (−1)^|A| G M_A.

The shift by π turns sin(p_k) into s_k sin(p_k), so

M_A D(p + π1_A) = Σ_k s_k sin(p_k) s_k g_k M_A = D(p) M_A,

since s_k² = 1. Multiplying by M_A⁻¹ from the right gives both claims.

Q: Why carry G along? A product of the g_j alone also anticommutes with G when A has one element.

A: That is where the derivation can go wrong. For A = {j}, conjugation by g_j keeps g_j and reverses all the other directions, so

g_j D(p + π1_A) g_j⁻¹ = −D(p).

The chirality sign comes out right, but the operator has the wrong overall sign. The factor G repairs it.

Q: Now the formal version. What are the matrices there?

A: They are complex square matrices. The type `ι` labels directions and the finite type `n` labels spinor components.

```lean
import Mathlib

namespace DoublerChirality

noncomputable section

variable {ι n : Type*} [Fintype n] [DecidableEq n]
```

The algebra is a hypothesis on given matrices:

```lean
/-- The matrices `g j` and the chirality matrix `G` square to one and anticommute pairwise. -/
structure ChiralClifford (g : ι → Matrix n n ℂ) (G : Matrix n n ℂ) : Prop where
  g_sq : ∀ j, g j * g j = 1
  G_sq : G * G = 1
  anti : ∀ i j, i ≠ j → g i * g j = -(g j * g i)
  anti_G : ∀ j, g j * G = -(G * g j)
```

The relations among the `g j` are the Euclidean Clifford algebra, which makes D² a number times the identity. The relation `anti_G` expresses the chiral symmetry of the massless operator; a mass or Wilson term proportional to the identity would break it. G need not be the product of the g_j, and the dimension need not be even.

Q: My Dirac operator has a factor i/a, with a the lattice spacing.

A: Here momenta are in lattice units and that factor is left out. A nonzero scalar passes through the conjugation unchanged, although it would multiply D² by −1/a². There is no gauge field.

```lean
/-- The naive lattice Dirac operator at momentum `p`, the sum of `sin (p j)` times `g j`. -/
def naiveDirac [Fintype ι] (g : ι → Matrix n n ℂ) (p : ι → ℝ) : Matrix n n ℂ :=
  ∑ j, (Real.sin (p j) : ℂ) • g j
```

The corner is a momentum vector with real components, not reduced modulo 2π:

```lean
/-- The corner of the Brillouin zone with momentum `π` in the directions of `A` and zero
in the others. -/
def corner [DecidableEq ι] (A : Finset ι) : ι → ℝ := fun j => if j ∈ A then Real.pi else 0
```

And this is M_A:

```lean
/-- The product of the matrices `G * g j` over the directions `j` in `A`. -/
def doublerMatrix (g : ι → Matrix n n ℂ) (G : Matrix n n ℂ) (A : Finset ι) : Matrix n n ℂ :=
  (A.toList.map fun j => G * g j).prod
```

Q: Why a list? A is a set.

A: The proof turns on this device. Mathlib's ordinary product over a finite set requires commuting factors, and G g_i and G g_j anticommute for i ≠ j. `A.toList` lists the elements of A in some unspecified order. Another order can change M_A only by a sign, which cancels in the conjugation. The list also permits induction factor by factor: the lemmas are proved for arbitrary lists, repetitions included, and only at the end does one use that `A.toList` has no repetitions.

Q: What does one step of that induction look like?

A: If a matrix `a` passes `x` with factor `e`, and `P` passes `x` with factor `c`, then `a * P` passes `x` with factor `e * c`:

```lean
/-- If `a` and `P` each commute with `x` up to a factor, then `a * P` commutes with `x` up to
the product of the factors. -/
theorem factor_mul (a P x : Matrix n n ℂ) (e c : ℂ) (h1 : a * x = e • (x * a))
    (h2 : P * x = c • (x * P)) : a * P * x = (e * c) • (x * (a * P)) := by
  calc a * P * x = a * (P * x) := mul_assoc _ _ _
    _ = c • ((a * x) * P) := by rw [h2, mul_smul_comm, mul_assoc]
    _ = (e * c) • (x * (a * P)) := by
      rw [h1, smul_mul_assoc, smul_smul, mul_assoc, mul_comm c e]
```

For x = g_k, the exponent of −1 is the number of times k occurs in the list. The two cases in the proof are the hand calculations for j = k and j ≠ k.

```lean
/-- Moving `g k` through a product of factors `G * g j` gives one minus sign for each
factor with `j = k`. -/
theorem string_mul_gamma [DecidableEq ι] {g : ι → Matrix n n ℂ} {G : Matrix n n ℂ}
    (h : ChiralClifford g G) (k : ι) (l : List ι) :
    (l.map fun j => G * g j).prod * g k =
      (-1 : ℂ) ^ l.count k • (g k * (l.map fun j => G * g j).prod) := by
  induction l with
  | nil => simp
  | cons j l ih =>
    simp only [List.map_cons, List.prod_cons]
    by_cases hjk : j = k
    · -- the factor `G * g k` anticommutes with `g k`
      subst hjk
      rw [List.count_cons_self, pow_succ']
      refine factor_mul _ _ _ _ _ ?_ ih
      rw [neg_one_smul, ← mul_assoc (g _) G, h.anti_G, neg_mul, neg_neg]
    · -- two sign changes cancel for every other factor
      have hc : (j :: l).count k = l.count k := by simp [hjk]
      have step : G * g j * g k = (1 : ℂ) • (g k * (G * g j)) := by
        rw [one_smul]
        calc G * g j * g k = G * (g j * g k) := mul_assoc _ _ _
          _ = -(G * g k) * g j := by rw [h.anti j k hjk]; noncomm_ring
          _ = g k * (G * g j) := by rw [← h.anti_G k, mul_assoc]
      have key := factor_mul _ _ _ _ _ step ih
      rw [one_mul] at key
      rw [hc]
      exact key
```

For x = G every factor contributes a sign, so the exponent is the length of the list:

```lean
/-- Moving `G` through a product of factors `G * g j` gives one minus sign per factor. -/
theorem string_mul_chirality {g : ι → Matrix n n ℂ} {G : Matrix n n ℂ}
    (h : ChiralClifford g G) (l : List ι) :
    (l.map fun j => G * g j).prod * G =
      (-1 : ℂ) ^ l.length • (G * (l.map fun j => G * g j).prod) := by
  induction l with
  | nil => simp
  | cons j l ih =>
    simp only [List.map_cons, List.prod_cons]
    rw [List.length_cons, pow_succ']
    refine factor_mul _ _ _ _ _ ?_ ih
    rw [neg_one_smul, mul_assoc, h.anti_G j, mul_neg]
```

Q: And the theorem? I want to be sure that the inverse is a real inverse.

A: The first clause, `IsUnit`, says so explicitly. Mathlib's `⁻¹` returns zero for a singular matrix, but the third clause would then read 0 = ±G, which G² = 1 rules out. The second clause holds for every real momentum `p`, with a matrix that depends only on A. The third gives the chirality sign, with `A.card` for |A|.

```lean
/-- The matrix `doublerMatrix g G A` is invertible, and conjugation by it carries the Dirac operator
around the corner `A` to the one around zero momentum, and multiplies the chirality matrix by `(-1)
^ card A`. -/
theorem doubler_chirality [Fintype ι] [DecidableEq ι] {g : ι → Matrix n n ℂ}
    {G : Matrix n n ℂ} (h : ChiralClifford g G) (A : Finset ι) :
    IsUnit (doublerMatrix g G A) ∧
    (∀ p : ι → ℝ, doublerMatrix g G A * naiveDirac g (p + corner A) * (doublerMatrix g G A)⁻¹
      = naiveDirac g p) ∧
    doublerMatrix g G A * G * (doublerMatrix g G A)⁻¹ = (-1 : ℂ) ^ A.card • G := by
  have hu : IsUnit (doublerMatrix g G A) := by
    unfold doublerMatrix
    induction A.toList with
    | nil => simp
    | cons j l ih =>
      simp only [List.map_cons, List.prod_cons]
      have h1 : IsUnit G := ⟨⟨G, G, h.G_sq, h.G_sq⟩, rfl⟩
      have h2 : IsUnit (g j) := ⟨⟨g j, g j, h.g_sq j, h.g_sq j⟩, rfl⟩
      exact (h1.mul h2).mul ih
  have hdet := (Matrix.isUnit_iff_isUnit_det _).1 hu
  -- exactly the matrices with direction in `A` are reflected
  have hg : ∀ k, doublerMatrix g G A * g k =
      (if k ∈ A then (-1 : ℂ) else 1) • (g k * doublerMatrix g G A) := by
    intro k
    unfold doublerMatrix
    rw [string_mul_gamma h]
    by_cases hk : k ∈ A
    · rw [List.count_eq_one_of_mem A.nodup_toList (Finset.mem_toList.2 hk), pow_one, if_pos hk]
    · rw [List.count_eq_zero.2 (by simpa using hk), pow_zero, if_neg hk]
  refine ⟨hu, fun p => ?_, ?_⟩
  · -- the reflection compensates `sin (x + π) = - sin x`
    have hD : doublerMatrix g G A * naiveDirac g (p + corner A) =
        naiveDirac g p * doublerMatrix g G A := by
      unfold naiveDirac
      rw [Finset.mul_sum, Finset.sum_mul]
      refine Finset.sum_congr rfl fun k _ => ?_
      rw [mul_smul_comm, smul_mul_assoc, hg]
      by_cases hk : k ∈ A <;> simp [corner, hk, Real.sin_add_pi]
    rw [hD, mul_assoc, Matrix.mul_nonsing_inv _ hdet, mul_one]
  · have hG : doublerMatrix g G A * G = (-1 : ℂ) ^ A.card • (G * doublerMatrix g G A) := by
      unfold doublerMatrix
      rw [string_mul_chirality h, Finset.length_toList]
    rw [hG, smul_mul_assoc, mul_assoc, Matrix.mul_nonsing_inv _ hdet, mul_one]
```

In the proof, `hu` builds invertibility factor by factor. `hg` is the relation with s_k: since the list has no repetitions, the count is 1 for k in A and 0 otherwise. `hD` compares the sums term by term using sin(x + π) = −sin x, and `hG` moves G through the product. Each conjugation then follows by cancelling M_A against its inverse.

Q: A change of spinor basis should be unitary. I see only invertible.

A: The main theorem does not assume Hermitian matrices. If they are Hermitian, each one squares to 1 and is therefore unitary, and so is their product:

```lean
/-- For Hermitian `g j` and `G` the matrix `doublerMatrix g G A` is unitary. -/
theorem doublerMatrix_unitary {g : ι → Matrix n n ℂ} {G : Matrix n n ℂ}
    (h : ChiralClifford g G) (hg : ∀ j, (g j).IsHermitian) (hG : G.IsHermitian)
    (A : Finset ι) : doublerMatrix g G A ∈ Matrix.unitaryGroup n ℂ := by
  have h1 : G ∈ Matrix.unitaryGroup n ℂ := by
    rw [Matrix.mem_unitaryGroup_iff, Matrix.star_eq_conjTranspose, hG.eq, h.G_sq]
  have h2 : ∀ j, g j ∈ Matrix.unitaryGroup n ℂ := fun j => by
    rw [Matrix.mem_unitaryGroup_iff, Matrix.star_eq_conjTranspose, (hg j).eq, h.g_sq]
  unfold doublerMatrix
  induction A.toList with
  | nil => exact one_mem _
  | cons j l ih =>
    simp only [List.map_cons, List.prod_cons]
    exact mul_mem (mul_mem h1 (h2 j)) ih
```

Q: Are the corners really where the species sit?

A: Square the operator. Averaging the double sum with its copy in which i and j are exchanged gives

D(p)² = ½ Σ_i Σ_j sin(p_i) sin(p_j) (g_i g_j + g_j g_i) = Σ_j sin²(p_j) · 1,

because only the terms with i = j survive. In the code `e1` and `e2` are the two copies, and `e3` is their sum reduced to the diagonal.

```lean
/-- The square of the naive Dirac operator is the sum of `sin² (p j)` times the identity. -/
theorem naiveDirac_sq [Fintype ι] {g : ι → Matrix n n ℂ} {G : Matrix n n ℂ}
    (h : ChiralClifford g G) (p : ι → ℝ) :
    naiveDirac g p * naiveDirac g p =
      ((∑ j, Real.sin (p j) ^ 2 : ℝ) : ℂ) • (1 : Matrix n n ℂ) := by
  have e1 : naiveDirac g p * naiveDirac g p =
      ∑ i, ∑ j, ((Real.sin (p i) : ℂ) * (Real.sin (p j) : ℂ)) • (g i * g j) := by
    simp only [naiveDirac, Finset.sum_mul_sum, smul_mul_smul_comm]
  have e2 : naiveDirac g p * naiveDirac g p =
      ∑ i, ∑ j, ((Real.sin (p i) : ℂ) * (Real.sin (p j) : ℂ)) • (g j * g i) := by
    rw [e1, Finset.sum_comm]
    refine Finset.sum_congr rfl fun i _ => Finset.sum_congr rfl fun j _ => ?_
    rw [mul_comm (Real.sin (p i) : ℂ)]
  -- in the symmetrised double sum only the diagonal survives
  have e3 : naiveDirac g p * naiveDirac g p + naiveDirac g p * naiveDirac g p =
      ∑ i, (2 * (Real.sin (p i) : ℂ) ^ 2) • (1 : Matrix n n ℂ) := by
    refine (congrArg₂ (· + ·) e1 e2).trans ?_
    simp only [← Finset.sum_add_distrib]
    refine Finset.sum_congr rfl fun i _ => ?_
    rw [Finset.sum_eq_single i]
    · rw [h.g_sq, ← add_smul]
      congr 1
      ring
    · intro j _ hj
      rw [h.anti j i hj, smul_neg, add_neg_cancel]
    · simp
  have e4 : naiveDirac g p * naiveDirac g p = (1 / 2 : ℂ) •
      (naiveDirac g p * naiveDirac g p + naiveDirac g p * naiveDirac g p) := by module
  rw [e4, e3, ← Finset.sum_smul, smul_smul]
  congr 1
  rw [← Finset.mul_sum]
  push_cast
  ring
```

If the sum of squares is nonzero, D(p) divided by it is the inverse of D(p). If it vanishes, every sine vanishes and D(p) is the zero matrix. So D(p) is singular exactly when every p_j is an integer multiple of π, which modulo 2π means the corners. The statement requires at least one spinor component, since a 0 × 0 matrix is always invertible.

```lean
/-- The naive Dirac operator fails to be invertible exactly at the momenta whose components
are all integer multiples of `π`. -/
theorem naiveDirac_singular_iff [Fintype ι] [Nonempty n] {g : ι → Matrix n n ℂ}
    {G : Matrix n n ℂ} (h : ChiralClifford g G) (p : ι → ℝ) :
    ¬ IsUnit (naiveDirac g p) ↔ ∀ j, ∃ k : ℤ, (k : ℝ) * Real.pi = p j := by
  constructor
  · intro hn
    by_contra hne
    have hS : (∑ j, Real.sin (p j) ^ 2) ≠ 0 := by
      intro hS
      apply hne
      intro j
      have hj := (Finset.sum_eq_zero_iff_of_nonneg
        (fun i _ => sq_nonneg (Real.sin (p i)))).1 hS j (Finset.mem_univ j)
      exact Real.sin_eq_zero_iff.1 ((pow_eq_zero_iff two_ne_zero).1 hj)
    have hc := Complex.ofReal_ne_zero.2 hS
    -- the inverse is the operator divided by its square
    refine hn ⟨⟨naiveDirac g p, ((∑ j, Real.sin (p j) ^ 2 : ℝ) : ℂ)⁻¹ • naiveDirac g p,
      ?_, ?_⟩, rfl⟩
    · rw [mul_smul_comm, naiveDirac_sq h, smul_smul, inv_mul_cancel₀ hc, one_smul]
    · rw [smul_mul_assoc, naiveDirac_sq h, smul_smul, inv_mul_cancel₀ hc, one_smul]
  · intro hp
    have h0 : naiveDirac g p = 0 := by
      refine Finset.sum_eq_zero fun j _ => ?_
      rw [Real.sin_eq_zero_iff.2 (hp j), Complex.ofReal_zero, zero_smul]
    rw [h0]
    exact not_isUnit_zero
```

Q: Then the chiralities should cancel over the whole zone.

A: They do in at least one dimension. With d directions,

Σ_A M_A G M_A⁻¹ = (Σ_A (−1)^|A|) G = (1 − 1)^d G = 0.

For d = 0 the only corner is zero momentum and the sum is G, which is why the theorem assumes `Nonempty ι`. The proof inserts the third clause of the main theorem and uses Mathlib's alternating sum over subsets.

```lean
/-- In at least one dimension the transported chirality matrices of all corners of the
Brillouin zone sum to zero. -/
theorem total_chirality_zero [Fintype ι] [Nonempty ι] {g : ι → Matrix n n ℂ}
    {G : Matrix n n ℂ} (h : ChiralClifford g G) :
    ∑ A : Finset ι, doublerMatrix g G A * G * (doublerMatrix g G A)⁻¹ = 0 := by
  classical
  have h1 := Finset.sum_powerset_neg_one_pow_card_of_nonempty
    (Finset.univ_nonempty (α := ι))
  rw [Finset.powerset_univ] at h1
  have h2 := congrArg (Int.cast : ℤ → ℂ) h1
  push_cast at h2
  rw [Finset.sum_congr rfl fun A _ => (doubler_chirality h A).2.2, ← Finset.sum_smul, h2,
    zero_smul]
```

Q: Is that the Nielsen–Ninomiya theorem?

A: No. That theorem concerns a whole class of lattice actions, whereas this is a computation for one explicit free operator.

Q: Last doubt: does anything satisfy the hypotheses?

A: In two dimensions the Pauli matrices do, with g_0 = σ_x, g_1 = σ_y and G = σ_z, numbering directions from 0 as Lean does. The proof checks the relations entry by entry. In this case the corners (0, 0) and (π, π) have sign +1, and (π, 0) and (0, π) have sign −1.

```lean
/-- The first two Pauli matrices, with the third as chirality matrix, satisfy the relations. -/
theorem chiralClifford_witness :
    ChiralClifford ![!![0, 1; 1, 0], !![0, -Complex.I; Complex.I, 0]]
      (!![1, 0; 0, -1] : Matrix (Fin 2) (Fin 2) ℂ) where
  g_sq := by
    intro j
    fin_cases j <;> ext a b <;> fin_cases a <;> fin_cases b <;> simp [Matrix.mul_apply]
  G_sq := by
    ext a b
    fin_cases a <;> fin_cases b <;> simp [Matrix.mul_apply]
  anti := by
    intro i j hij
    fin_cases i <;> fin_cases j <;> first
      | exact absurd rfl hij
      | (ext a b; fin_cases a <;> fin_cases b <;> simp [Matrix.mul_apply])
  anti_G := by
    intro j
    fin_cases j <;> ext a b <;> fin_cases a <;> fin_cases b <;> simp [Matrix.mul_apply]

end

end DoublerChirality
```

```lean
#print axioms DoublerChirality.doublerMatrix_unitary
#print axioms DoublerChirality.naiveDirac_singular_iff
#print axioms DoublerChirality.total_chirality_zero
```

```
'DoublerChirality.doublerMatrix_unitary' depends on axioms: [propext, Classical.choice, Quot.sound]
'DoublerChirality.naiveDirac_singular_iff' depends on axioms: [propext, Classical.choice, Quot.sound]
'DoublerChirality.total_chirality_zero' depends on axioms: [propext, Classical.choice, Quot.sound]
```
